# Singlet and triplet i → b excitations of a closed shell differ in mean energy by 2 g_biib

## States, operators and integrals

Take a closed-shell molecule with orbital i doubly filled and orbital b empty. Promoting one electron from i to b, with its spin kept, gives a state x for spin up and a state y for spin down. Their signs are fixed by putting b in the place of i in the Slater determinant. With these signs, the normalised sum of x and y is the singlet and the normalised difference is the triplet component with zero spin projection. The question is how far apart their mean energies lie.

Spin orbitals are pairs (p, σ), with `true` for spin up and `false` for spin down. The annihilator a_pσ is a complex matrix on a Fock space with finite basis `K`, and the creator a†_pσ is its conjugate transpose, written `ᴴ`.

In Lean 4 with Mathlib:

```lean
import Mathlib

open Matrix

namespace SingletTripletGap

noncomputable section

variable {n K : Type*} [DecidableEq n] [Fintype K] [DecidableEq K]
  (a : n × Bool → Matrix K K ℂ) (i b : n) (v : K → ℂ)
```

The operators obey the canonical anticommutation relations, where j and k are spin orbitals:

a_j a_k + a_k a_j = 0,  a_j a†_k + a†_k a_j = δ_jk.

```lean
/-- Canonical anticommutation relations for annihilators `a (p, spin)` and their adjoints. -/
structure IsCAR : Prop where
  anti : ∀ j k, a j * a k + a k * a j = 0
  mixed : ∀ j k, a j * (a k)ᴴ + (a k)ᴴ * a j = if j = k then 1 else 0
```

The reference v is a unit vector. No electron can be added to i and none removed from b. The other orbitals may be in any state; if they form a closed shell, the names singlet and triplet are justified.

```lean
/-- A unit vector with orbital `i` doubly filled and orbital `b` empty. -/
structure IsReference : Prop where
  filled : ∀ s, (a (i, s))ᴴ *ᵥ v = 0
  empty : ∀ s, a (b, s) *ᵥ v = 0
  unit : star v ⬝ᵥ v = 1
```

A hop moves one electron: a†_j a_k.

```lean
/-- Moves an electron from spin orbital `k` to spin orbital `j`. -/
def hop (j k : n × Bool) : Matrix K K ℂ := (a j)ᴴ * a k
```

Summing spin-conserving hops over spin gives E_pq = Σ_σ a†_pσ a_qσ, called `gen`.

```lean
/-- The spin-summed generator `E_pq`. -/
def gen (p q : n) : Matrix K K ℂ := ∑ σ : Bool, hop a (p, σ) (q, σ)
```

The Hamiltonian contains no spin-dependent terms:

H = Σ h_pq E_pq + ½ Σ g_pqru (E_pq E_ru − δ_qr E_pu).

The fourth index is u, since s denotes a spin here. In a molecule, h_pq contains the kinetic energy and the attraction to the nuclei, and g_pqru the repulsion between electrons. The definition allows arbitrary complex numbers. The indices of g are in the charge-density order (pq|ru), so g_biib is the exchange integral of i and b.

```lean
/-- The spin-free Hamiltonian with integrals `h` and `g`. -/
def hamiltonian [Fintype n] (h : n → n → ℂ) (g : n → n → n → n → ℂ) : Matrix K K ℂ :=
  ∑ p, ∑ q, h p q • gen a p q + (1 / 2 : ℂ) • ∑ p, ∑ q, ∑ r, ∑ u,
    g p q r u • (gen a p q * gen a r u - if q = r then gen a p u else 0)
```

Write x_s = a†_bs a_is v, so that x = x_↑ and y = x_↓.

```lean
/-- The state with an electron of spin `s` promoted from `i` to `b`. -/
def excited (s : Bool) : K → ℂ := hop a (b, s) (i, s) *ᵥ v
```

Matrix elements ⟨x|M|y⟩, here with any two vectors x and y, are conjugate-linear in x and linear in M.

```lean
/-- The matrix element `⟨x|M|y⟩`, linear in `M`. -/
def matEl (x y : K → ℂ) : Matrix K K ℂ →ₗ[ℂ] ℂ where
  toFun M := star x ⬝ᵥ M *ᵥ y
  map_add' A B := by simp [add_mulVec, dotProduct_add]
  map_smul' c A := by simp [smul_mulVec, dotProduct_smul]
```

## Which operators connect the two promotions

If AB + BA = 1 and Aw = 0, then ABw = w − BAw = w.

```lean
variable {a i b v}

private theorem fix {A B : Matrix K K ℂ} {w : K → ℂ} (h : A * B + B * A = 1)
    (hw : A *ᵥ w = 0) : (A * B) *ᵥ w = w := by
  rw [eq_sub_of_add_eq h, sub_mulVec, ← mulVec_mulVec, hw, mulVec_zero, sub_zero, one_mulVec]
```

Let x and y again be any two vectors, and suppose that AA† + A†A = 1, A†x = 0, Ay = 0 and AM = MA. The previous step gives x = A†Ax, hence

⟨x|M|y⟩ = ⟨Ax|AM|y⟩ = ⟨Ax|MA|y⟩ = 0.

```lean
private theorem vanish {A M : Matrix K K ℂ} {x y : K → ℂ} (h : A * Aᴴ + Aᴴ * A = 1)
    (hx : Aᴴ *ᵥ x = 0) (hy : A *ᵥ y = 0) (hc : Commute A M) : matEl x y M = 0 := by
  have e : star x = star (A *ᵥ x) ᵥ* A := by
    calc star x = star (Aᴴ *ᵥ (A *ᵥ x)) := by
          rw [mulVec_mulVec, fix ((add_comm _ _).trans h) hx]
      _ = _ := by rw [star_mulVec, conjTranspose_conjTranspose]
  change star x ⬝ᵥ M *ᵥ y = 0
  rw [e, ← dotProduct_mulVec, mulVec_mulVec, hc.eq, ← mulVec_mulVec, hy, mulVec_zero,
    dotProduct_zero]
```

Taking adjoints of the first anticommutation relation shows that creators anticommute.

```lean
private theorem cre (ha : IsCAR a) (j k : n × Bool) :
    (a j)ᴴ * (a k)ᴴ + (a k)ᴴ * (a j)ᴴ = 0 := by
  have h := congrArg conjTranspose (ha.anti k j)
  simpa only [conjTranspose_add, conjTranspose_mul, conjTranspose_zero] using h
```

Two sign changes cancel when an annihilator passes a hop that does not create in its spin orbital. For j ≠ l,

a_j a†_l a_k = −a†_l a_j a_k = a†_l a_k a_j.

```lean
private theorem ann_hop (ha : IsCAR a) {j l : n × Bool} (k : n × Bool) (h : j ≠ l) :
    Commute (a j) (hop a l k) := by
  have h1 := (ha.mixed j l).trans (if_neg h)
  change a j * ((a l)ᴴ * a k) = (a l)ᴴ * a k * a j
  linear_combination (norm := noncomm_ring) h1 * a k - (a l)ᴴ * ha.anti j k
```

Likewise, for j ≠ k, a†_j a†_l a_k = a†_l a_k a†_j.

```lean
private theorem cre_hop (ha : IsCAR a) {j k : n × Bool} (l : n × Bool) (h : j ≠ k) :
    Commute (a j)ᴴ (hop a l k) := by
  have h1 := (ha.mixed k j).trans (if_neg h.symm)
  change (a j)ᴴ * ((a l)ᴴ * a k) = (a l)ᴴ * a k * (a j)ᴴ
  linear_combination (norm := noncomm_ring) cre ha j l * a k - (a l)ᴴ * h1
```

Let t be the spin opposite to s. Orbitals i and b differ, since otherwise v = a_is a†_is v = 0. The occupations of x_s follow:

a_is x_s = a†_bs a_is a_is v = 0
a_bt x_s = a†_bs a_is a_bt v = 0
a†_bs x_s = a†_bs a†_bs a_is v = 0
a†_it x_s = a†_bs a_is a†_it v = 0.

```lean
/-- After promoting spin `s`, with `t` the other spin, `(i,s)` and `(b,t)` are empty while
`(b,s)` and `(i,t)` are filled. -/
theorem occupations (ha : IsCAR a) (hv : IsReference a i b v) {s t : Bool} (hst : s ≠ t) :
    a (i, s) *ᵥ excited a i b v s = 0 ∧ a (b, t) *ᵥ excited a i b v s = 0 ∧
    (a (b, s))ᴴ *ᵥ excited a i b v s = 0 ∧ (a (i, t))ᴴ *ᵥ excited a i b v s = 0 := by
  have hib : i ≠ b := by
    rintro rfl
    have h := fix ((ha.mixed (i, s) (i, s)).trans (if_pos rfl)) (hv.empty s)
    rw [← mulVec_mulVec, hv.filled, mulVec_zero] at h
    have h1 := hv.unit
    rw [← h] at h1
    simp at h1
  have sq : a (i, s) * a (i, s) = 0 := by
    linear_combination (norm := module) (1 / 2 : ℂ) • ha.anti (i, s) (i, s)
  have sq' : (a (b, s))ᴴ * (a (b, s))ᴴ = 0 := by
    linear_combination (norm := module) (1 / 2 : ℂ) • cre ha (b, s) (b, s)
  simp only [excited, mulVec_mulVec]
  refine ⟨?_, ?_, ?_, ?_⟩
  · rw [(ann_hop ha _ (by simp [hib])).eq, hop, mul_assoc, sq, mul_zero, zero_mulVec]
  · rw [(ann_hop ha _ (by simp [hst.symm])).eq, ← mulVec_mulVec, hv.empty, mulVec_zero]
  · rw [hop, ← mul_assoc, sq', zero_mul, zero_mulVec]
  · rw [(cre_hop ha _ (by simp [hst.symm])).eq, ← mulVec_mulVec, hv.filled, mulVec_zero]
```

In x_t all four occupations are reversed. An operator M taking x_t to x_s must therefore create in (b,s) and (i,t) and annihilate in (i,s) and (b,t). If M commutes with a_bs, a_it, a†_is or a†_bt, one of these actions is missing and ⟨x_s|M|x_t⟩ = 0. Each case is `vanish` with that operator as A.

```lean
/-- Selection rule: for a reference `v` and opposite spins `s` and `t`, the matrix element
`⟨x_s|M|x_t⟩` between the excitations vanishes if `M` commutes with `a (b, s)`, `a (i, t)`,
`(a (i, s))ᴴ` or `(a (b, t))ᴴ`. -/
theorem selection (ha : IsCAR a) (hv : IsReference a i b v) {s t : Bool} (hst : s ≠ t)
    {M : Matrix K K ℂ} (hM : Commute (a (b, s)) M ∨ Commute (a (i, t)) M ∨
      Commute (a (i, s))ᴴ M ∨ Commute (a (b, t))ᴴ M) :
    matEl (excited a i b v s) (excited a i b v t) M = 0 := by
  obtain ⟨x1, x2, x3, x4⟩ := occupations ha hv hst
  obtain ⟨y1, y2, y3, y4⟩ := occupations ha hv hst.symm
  have h1 := fun j => (ha.mixed j j).trans (if_pos rfl)
  have h2 : ∀ j, (a j)ᴴ * (a j)ᴴᴴ + (a j)ᴴᴴ * (a j)ᴴ = 1 := fun j => by
    rw [conjTranspose_conjTranspose, add_comm, h1]
  rcases hM with h | h | h | h
  · exact vanish (h1 _) x3 y2 h
  · exact vanish (h1 _) x4 y1 h
  · exact vanish (h2 _) (by rwa [conjTranspose_conjTranspose]) y4 h
  · exact vanish (h2 _) (by rwa [conjTranspose_conjTranspose]) y3 h
```

Returning the electron restores the reference:

a†_it a_bt a†_bt a_it v = a†_it a_it v = v.

It follows that ⟨x_s|x_s⟩ = ⟨v|v⟩ = 1. The selection rule with M = 1 gives ⟨x_s|x_t⟩ = 0, so the factor 1/√2 does normalise the sum and difference.

```lean
/-- Moving the promoted electron back from `b` to `i` restores the reference. -/
theorem deexcite (ha : IsCAR a) (hv : IsReference a i b v) (t : Bool) :
    hop a (i, t) (b, t) *ᵥ excited a i b v t = v := by
  have h1 := fun j => (ha.mixed j j).trans (if_pos rfl)
  have h0 : a (b, t) *ᵥ (a (i, t) *ᵥ v) = 0 := by
    rw [mulVec_mulVec, eq_neg_of_add_eq_zero_left (ha.anti (b, t) (i, t)), neg_mulVec,
      ← mulVec_mulVec, hv.empty, mulVec_zero, neg_zero]
  calc _ = (a (i, t))ᴴ *ᵥ ((a (b, t) * (a (b, t))ᴴ) *ᵥ (a (i, t) *ᵥ v)) := by
        simp only [excited, hop, mulVec_mulVec, Matrix.mul_assoc]
    _ = v := by
        rw [fix (h1 _) h0, mulVec_mulVec, fix ((add_comm _ _).trans (h1 _)) (hv.filled t)]
```

A product of two hops has just two creators and two annihilators, so all four must be the required ones. Spin conservation leaves

⟨x_s| (a†_bs a_is)(a†_it a_bt) |x_t⟩ = ⟨x_s|x_s⟩ = 1

and the same product in the other order, which is equal because the hops commute. In every other case `selection` gives zero; `grind` completes the comparison of indices.

```lean
/-- For opposite spins `s` and `t`, a product `M` of two spin-conserving hops has `⟨x_s|M|x_t⟩ = 1`
if one hop undoes the promotion of spin `t` and the other performs that of spin `s`, in either
order, and `⟨x_s|M|x_t⟩ = 0` otherwise. -/
theorem two_hops (ha : IsCAR a) (hv : IsReference a i b v) {s t : Bool} (hst : s ≠ t)
    (p q r u : n) (σ τ : Bool) :
    matEl (excited a i b v s) (excited a i b v t)
      (hop a (p, σ) (q, σ) * hop a (r, τ) (u, τ)) =
    (if σ = s ∧ τ = t ∧ p = b ∧ q = i ∧ r = i ∧ u = b then 1 else 0) +
    (if σ = t ∧ τ = s ∧ p = i ∧ q = b ∧ r = b ∧ u = i then 1 else 0) := by
  have one : matEl (excited a i b v s) (excited a i b v t)
      (hop a (b, s) (i, s) * hop a (i, t) (b, t)) = 1 := by
    have hc : (hop a (b, s) (i, s))ᴴ = hop a (i, s) (b, s) := by simp [hop, conjTranspose_mul]
    change star (excited a i b v s) ⬝ᵥ _ *ᵥ excited a i b v t = 1
    rw [← mulVec_mulVec, deexcite ha hv t]
    change star (hop a (b, s) (i, s) *ᵥ v) ⬝ᵥ excited a i b v s = 1
    rw [star_mulVec, hc, ← dotProduct_mulVec, deexcite ha hv s, hv.unit]
  by_cases A : σ = s ∧ τ = t ∧ p = b ∧ q = i ∧ r = i ∧ u = b
  · rw [if_pos A, if_neg (fun h => hst (A.1.symm.trans h.1)), add_zero]
    obtain ⟨h1, h2, h3, h4, h5, h6⟩ := A
    rw [h1, h2, h3, h4, h5, h6, one]
  by_cases B : σ = t ∧ τ = s ∧ p = i ∧ q = b ∧ r = b ∧ u = i
  · rw [if_neg A, if_pos B, zero_add]
    obtain ⟨h1, h2, h3, h4, h5, h6⟩ := B
    have hc : Commute (hop a (i, t) (b, t)) (hop a (b, s) (i, s)) :=
      (cre_hop ha _ (by simp [hst.symm])).mul_left (ann_hop ha _ (by simp [hst.symm]))
    rw [h1, h2, h3, h4, h5, h6, hc.eq, one]
  -- otherwise one of the four required ladder operators is missing
  rw [if_neg A, if_neg B, add_zero]
  apply selection ha hv hst
  by_contra hM
  simp only [not_or] at hM
  have ka : ∀ j, ¬ Commute (a j) (hop a (p, σ) (q, σ) * hop a (r, τ) (u, τ)) →
      j = (p, σ) ∨ j = (r, τ) := fun j h => by_contra fun h' =>
    h ((ann_hop ha _ (not_or.mp h').1).mul_right (ann_hop ha _ (not_or.mp h').2))
  have kc : ∀ j, ¬ Commute (a j)ᴴ (hop a (p, σ) (q, σ) * hop a (r, τ) (u, τ)) →
      j = (q, σ) ∨ j = (u, τ) := fun j h => by_contra fun h' =>
    h ((cre_hop ha _ (not_or.mp h').1).mul_right (cre_hop ha _ (not_or.mp h').2))
  have k1 := ka _ hM.1
  have k2 := ka _ hM.2.1
  have k3 := kc _ hM.2.2.1
  have k4 := kc _ hM.2.2.2
  simp only [Prod.mk.injEq] at k1 k2 k3 k4
  clear ka kc hM one
  grind
```

## The exchange integral as coupling and as gap

An indicator inside a fourfold sum picks out one integral.

```lean
variable [Fintype n]

private theorem pick (f : n → n → n → n → ℂ) (P Q R S : n) :
    ∑ p, ∑ q, ∑ r, ∑ u, f p q r u * (if p = P ∧ q = Q ∧ r = R ∧ u = S then 1 else 0) =
      f P Q R S := by
  rw [Finset.sum_eq_single P, Finset.sum_eq_single Q, Finset.sum_eq_single R,
    Finset.sum_eq_single S] <;> simp +contextual
```

A single hop has only one creator, so ⟨x_s|E_pq|x_t⟩ = 0. This removes the h term and the δ term. The two surviving products give

⟨x_s|H|x_t⟩ = ½ (g_biib + g_ibbi) = g_biib.

The last equality uses g_pqru = g_rupq, which expresses that the interaction is unchanged when the two electrons are exchanged.

```lean
/-- The Hamiltonian couples the two excitations of opposite spin by the exchange integral `g_biib`,
if `g_pqru = g_rupq`. -/
theorem exchange_coupling (ha : IsCAR a) (hv : IsReference a i b v) (h : n → n → ℂ)
    {g : n → n → n → n → ℂ} (hg : ∀ p q r u, g p q r u = g r u p q) (s : Bool) :
    matEl (excited a i b v s) (excited a i b v (!s)) (hamiltonian a h g) = g b i i b := by
  have hs : s ≠ !s := by cases s <;> decide
  have e1 : ∀ p q, matEl (excited a i b v s) (excited a i b v (!s)) (gen a p q) = 0 := by
    intro p q
    rw [gen, map_sum]
    refine Finset.sum_eq_zero fun σ _ => selection ha hv hs ?_
    by_cases hσ : σ = s
    · exact Or.inr (Or.inl (ann_hop ha _ (by simp [hσ])))
    · exact Or.inl (ann_hop ha _ (by simp [Ne.symm hσ]))
  have e2 : ∀ p q r u, matEl (excited a i b v s) (excited a i b v (!s))
      (gen a p q * gen a r u - if q = r then gen a p u else 0) =
      (if p = b ∧ q = i ∧ r = i ∧ u = b then 1 else 0) +
      (if p = i ∧ q = b ∧ r = b ∧ u = i then 1 else 0) := by
    intro p q r u
    have e0 : matEl (excited a i b v s) (excited a i b v (!s))
        (if q = r then gen a p u else 0) = 0 := by
      split_ifs
      · exact e1 p u
      · exact map_zero _
    rw [map_sub, e0, sub_zero]
    simp only [gen, Fintype.sum_bool, add_mul, mul_add, map_add, two_hops ha hv hs]
    cases s <;> simp [add_comm]
  simp only [hamiltonian, map_add, map_sum, map_smul, e1, e2, smul_eq_mul, mul_zero,
    Finset.sum_const_zero, zero_add, mul_add, Finset.sum_add_distrib, pick]
  linear_combination (1 / 2 : ℂ) * hg i b b i
```

In the theorem, `S` and `T` name the states (x + y)/√2 and (x − y)/√2. The diagonal terms cancel in the difference of their energies:

⟨S|H|S⟩ − ⟨T|H|T⟩ = ⟨x|H|y⟩ + ⟨y|H|x⟩ = 2 g_biib.

```lean
/-- For `g_pqru = g_rupq`, the mean energy of the normalised sum of the spin-up and spin-down
excitations minus that of their normalised difference is `2 g_biib`. For a closed-shell reference
this is the singlet-triplet gap. -/
theorem singlet_triplet_gap (ha : IsCAR a) (hv : IsReference a i b v) (h : n → n → ℂ)
    {g : n → n → n → n → ℂ} (hg : ∀ p q r u, g p q r u = g r u p q) :
    let c : ℂ := ((Real.sqrt 2 : ℝ) : ℂ)⁻¹
    let S := c • (excited a i b v true + excited a i b v false)
    let T := c • (excited a i b v true - excited a i b v false)
    matEl S S (hamiltonian a h g) - matEl T T (hamiltonian a h g) = 2 * g b i i b := by
  intro c S T
  have hs : star c = c := by simp [c]
  have hc : c * c = 1 / 2 := by
    have h2 : ((Real.sqrt 2 : ℝ) : ℂ) * ((Real.sqrt 2 : ℝ) : ℂ) = 2 := by
      rw [← Complex.ofReal_mul, Real.mul_self_sqrt (by norm_num)]
      norm_num
    change ((Real.sqrt 2 : ℝ) : ℂ)⁻¹ * ((Real.sqrt 2 : ℝ) : ℂ)⁻¹ = 1 / 2
    rw [← mul_inv, h2, one_div]
  have e1 : star (excited a i b v true) ⬝ᵥ hamiltonian a h g *ᵥ excited a i b v false =
      g b i i b := exchange_coupling ha hv h hg true
  have e2 : star (excited a i b v false) ⬝ᵥ hamiltonian a h g *ᵥ excited a i b v true =
      g b i i b := exchange_coupling ha hv h hg false
  change star (c • (_ + _)) ⬝ᵥ _ *ᵥ (c • (_ + _)) -
    star (c • (_ - _)) ⬝ᵥ _ *ᵥ (c • (_ - _)) = _
  -- only the interference terms survive in the difference
  simp only [star_smul, star_add, star_sub, mulVec_smul, mulVec_add, mulVec_sub,
    smul_dotProduct, dotProduct_smul, add_dotProduct, sub_dotProduct, dotProduct_add,
    dotProduct_sub, hs, smul_eq_mul, e1, e2]
  linear_combination 4 * g b i i b * hc
```

For a closed-shell Hartree-Fock reference, which does not mix with single excitations, this is the singlet-triplet splitting in configuration interaction with single excitations, restricted to one pair i, b. A measured gap can also contain effects left out here, such as mixing with other configurations, orbital relaxation and changes of geometry.

For numbers, take two electrons in two orbitals with h_ii = −2, h_bb = −1, g_iibb = g_bbii = 0.6 and g_biib = g_ibbi = 0.1, in hartree. Both x and y have mean energy −2 − 1 + 0.6 = −2.4, and their coupling is 0.1. The sum then has mean energy −2.3 and the difference −2.5, a gap of 0.2 = 2 × 0.1.

If v has total spin zero, the sum and the difference are eigenvectors of total spin squared, with eigenvalues 0 and 2ħ². The theorems above neither use nor prove this.

## A two-orbital Fock space

The same two-orbital system can be built explicitly. Each new spin orbital doubles the basis into an empty and a filled copy, and its annihilator maps filled to empty.

```lean
/-- Annihilator of a spin orbital placed in front of a Fock space `K`. -/
def lower (K : Type) [DecidableEq K] : Matrix (K ⊕ K) (K ⊕ K) ℂ := fromBlocks 0 1 0 0
```

Older operators change sign on the filled copy, as Jordan and Wigner's construction prescribes.

```lean
/-- Extension of an operator past a new spin orbital, with the Jordan-Wigner sign. -/
def pass {K : Type} (A : Matrix K K ℂ) : Matrix (K ⊕ K) (K ⊕ K) ℂ := fromBlocks A 0 0 (-A)
```

The doubled basis gets a short name.

```lean
/-- Two copies of a basis: new spin orbital empty or filled. -/
abbrev Twice (K : Type) := K ⊕ K
```

Four doublings give 16 basis states. The first label of `jw` is the orbital and the second the spin.

```lean
/-- Jordan-Wigner annihilators for two orbitals, labelled `false` and `true`. -/
def jw : Bool × Bool → Matrix (Twice (Twice (Twice (Twice Unit))))
    (Twice (Twice (Twice (Twice Unit)))) ℂ
  | (false, true) => lower _
  | (false, false) => pass (lower _)
  | (true, true) => pass (pass (lower _))
  | (true, false) => pass (pass (pass (lower _)))
```

With i = `false` and b = `true`, the basis vector with both electrons in i satisfies all the conditions on v. Block multiplication checks the anticommutation relations for every pair of spin orbitals.

```lean
/-- The Jordan-Wigner annihilators satisfy the anticommutation relations, and the basis vector
with orbital `false` doubly filled and orbital `true` empty is a reference. -/
theorem jw_witness : IsCAR jw ∧ IsReference jw false true
    (Sum.elim 0 (Sum.elim 0 (Sum.elim (Sum.elim 1 0) 0))) := by
  refine ⟨⟨?_, ?_⟩, ⟨?_, ?_, ?_⟩⟩
  · rintro ⟨_ | _, _ | _⟩ ⟨_ | _, _ | _⟩ <;>
      simp [jw, lower, pass, fromBlocks_multiply, fromBlocks_add, fromBlocks_neg]
  · rintro ⟨_ | _, _ | _⟩ ⟨_ | _, _ | _⟩ <;>
      simp [jw, lower, pass, fromBlocks_multiply, fromBlocks_add, fromBlocks_neg,
        fromBlocks_conjTranspose]
  · rintro (_ | _) <;>
      simp [jw, lower, pass, fromBlocks_conjTranspose, fromBlocks_neg, fromBlocks_mulVec]
  · rintro (_ | _) <;> simp [jw, lower, pass, fromBlocks_neg, fromBlocks_mulVec]
  · simp [dotProduct, Fintype.sum_sum_type]

end

end SingletTripletGap
```

```lean
#print axioms SingletTripletGap.singlet_triplet_gap
-- 'SingletTripletGap.singlet_triplet_gap' depends on axioms: [propext, Classical.choice, Quot.sound]
```
